# With reference component 1, the partitioning trial vector has squared norm one minus the slope of the effective energy function

Take a real symmetric Hamiltonian matrix in an orthonormal basis with one reference state and finitely many outer states. The reference state has diagonal entry a and couplings b_k to the outer states, and the outer block is diagonal with entries d_k. Partitioning then gives the effective energy function f(E) = a + ∑ b_k²/(E − d_k) and an unnormalised trial vector with reference component 1 and outer components b_k/(E − d_k). The lemma `trial_norm_sq` states that, for any real E different from every d_k, the dot product of this vector with itself is 1 − f′(E); E need not be an eigenvalue. The proof substitutes the known derivative of f, shows in `hs` that the sum of squared outer components equals ∑ b_k²/(E − d_k)², and then expands the dot product.

As first written in Lean, the proof fails:

```lean
import Mathlib

open Matrix

namespace TrialNormSq

noncomputable section

variable {ι : Type*} [Fintype ι]

/-- The effective energy function `f(E) = a + ∑ b_k² / (E - d_k)` of partitioning theory,
for `E` different from every `d_k`. -/
def effective (a : ℝ) (b d : ι → ℝ) (E : ℝ) : ℝ :=
  a + ∑ k, b k ^ 2 / (E - d k)

/-- The trial vector with reference component `1` and outer components `b_k / (E - d_k)`,
for `E` different from every `d_k`. -/
def trial (b d : ι → ℝ) (E : ℝ) : Unit ⊕ ι → ℝ :=
  Sum.elim (fun _ => 1) (fun k => b k / (E - d k))

/-- Away from the poles `d_k`, the effective energy function has derivative
`-∑ b_k² / (E - d_k)²`. -/
theorem hasDerivAt_effective (a : ℝ) (b d : ι → ℝ) {E : ℝ} (hE : ∀ k, E ≠ d k) :
    HasDerivAt (effective a b d) (-∑ k, b k ^ 2 / (E - d k) ^ 2) E := by
  have h : ∀ k ∈ Finset.univ, HasDerivAt (fun x => b k ^ 2 / (x - d k))
      (-(b k ^ 2 / (E - d k) ^ 2)) E := by
    intro k _
    have hk : E - d k ≠ 0 := sub_ne_zero.mpr (hE k)
    have h1 := (hasDerivAt_const E (b k ^ 2)).fun_div
      ((hasDerivAt_id' E).sub_const (d k)) hk
    exact h1.congr_deriv (by ring)
  rw [← Finset.sum_neg_distrib]
  exact (HasDerivAt.fun_sum h).const_add a

/-- Away from the poles `d_k`, the squared norm of the trial vector is `1 - f'(E)`. -/
theorem trial_norm_sq (a : ℝ) (b d : ι → ℝ) {E : ℝ} (hE : ∀ k, E ≠ d k) :
    trial b d E ⬝ᵥ trial b d E = 1 - deriv (effective a b d) E := by
  rw [(hasDerivAt_effective a b d hE).deriv]
  have hs : ∑ k, b k / (E - d k) * (b k / (E - d k)) = ∑ k, b k ^ 2 / (E - d k) ^ 2 :=
    Finset.sum_congr rfl fun k _ => by ring
  simp only [trial, dotProduct, Fintype.sum_sum_type, Sum.elim_inl, Sum.elim_inr, hs,
    Finset.univ_unique, Finset.sum_singleton]
  ring

end

end TrialNormSq
```

The error:

```
Try this:
  [apply] ring_nf
  
  The `ring` tactic failed to close the goal. Use `ring_nf` to obtain a normal form.
    
  Note that `ring` works primarily in *commutative* rings. If you have a noncommutative ring, abelian group or module, consider using `noncomm_ring`, `abel` or `module` instead.
Main.lean:40:36: error: unsolved goals
ι : Type u_1
inst✝ : Fintype ι
a : ℝ
b d : ι → ℝ
E : ℝ
hE : ∀ (k : ι), E ≠ d k
k : ι
x✝ : k ∈ Finset.univ
⊢ b k ^ 2 * (E - d k)⁻¹ ^ 2 = b k ^ 2 * (-(E * d k * 2) + E ^ 2 + d k ^ 2)⁻¹
```

Diagnosis. The error is in `hs`, where `ring` must show for each `k` that the product of two equal quotients is the quotient of the squares. The first message says that `ring` could not close the goal and suggests `ring_nf`; its note on noncommutative rings does not apply, since the real numbers commute. The second shows the equation left over.

The two sides have reached different normal forms. On the left, `E - d k` is inverted first and the inverse is then squared. On the right, the square is expanded into a polynomial before it is inverted. The sides are equal, but `ring` does not identify the inverse of the expanded polynomial with the square of the inverse.

The repair avoids the expansion. Read from right to left, `div_pow` turns the quotient of squares into the square of `b k / (E - d k)`, and `sq` writes that square as a product. Both sides are now the same expression, and `rw` closes the goal by reflexivity.

The change, after which it compiles:

```diff
@@ -38,5 +38,5 @@
   rw [(hasDerivAt_effective a b d hE).deriv]
   have hs : ∑ k, b k / (E - d k) * (b k / (E - d k)) = ∑ k, b k ^ 2 / (E - d k) ^ 2 :=
-    Finset.sum_congr rfl fun k _ => by ring
+    Finset.sum_congr rfl fun k _ => by rw [← div_pow, sq]
   simp only [trial, dotProduct, Fintype.sum_sum_type, Sum.elim_inl, Sum.elim_inr, hs,
     Finset.univ_unique, Finset.sum_singleton]
```
